# A nodeless exponential 4f electron screens less than one unit of nuclear charge

## One more proton, one more 4f electron

From one lanthanide to the next, the nucleus gains a proton and, in the simplest picture, the 4f shell gains an electron. An outer electron would feel no change if the new 4f electron always lay closer to the nucleus than it does. But the 4f density has a tail. By Gauss's law, the electric field of a spherically averaged charge distribution at radius $r$ comes only from the charge inside $r$. How much of the 4f electron is that, on average over the outer electron's position?

## The enclosed charge

For natural $n$ and $z>0$, take the radial density and its enclosed charge, in units of the electron's charge:

$$\rho_n(r)=\frac{z^{n+1}}{n!}\,r^n e^{-zr},\qquad Q_n(r)=\int_0^r\rho_n(t)\,dt .$$

The closed form is

$$Q_n(r)=F_n(r):=1-e^{-zr}\sum_{k=0}^{n}\frac{(zr)^k}{k!}.$$

To prove it, differentiate $F_n$. For $n=0$, $F_0'=ze^{-zr}=\rho_0$. Raising $n$ by one subtracts one more term, whose derivative is

$$\frac{d}{dr}\left[e^{-zr}\frac{(zr)^{n+1}}{(n+1)!}\right]=\rho_n(r)-\rho_{n+1}(r).$$

If $F_n'=\rho_n$, then $F_{n+1}'=\rho_n-(\rho_n-\rho_{n+1})=\rho_{n+1}$. Since $F_n(0)=0$, integration gives $Q_n=F_n$.

Three properties follow:

- $Q_n$ is strictly increasing on $r\ge 0$, because $\rho_n>0$ for $r>0$.
- $Q_n\to1$ as $r\to\infty$, because each $(zr)^k e^{-zr}$ tends to zero. The density is therefore normalised.
- $0\le Q_n(r)<1$ at every finite $r\ge0$. The lower bound holds because $Q_n(0)=0$ and $Q_n$ increases, the upper because the subtracted remainder is positive.

At equal $z$ and $r>0$, $Q_{n+1}(r)<Q_n(r)$: the two differ by the extra positive term that is subtracted.

## Averaging over the outer electron

Let $\mu$ be a probability distribution of radii $r\ge0$, and let $s=\int Q_n\,d\mu$. Then $1-s=\int(1-Q_n)\,d\mu$ is the average of a strictly positive function. If it were zero, the integrand would vanish almost everywhere, which is impossible. Hence $s<1$.

For 4f, take the normalised orbital $R(r)=\sqrt{(2\zeta)^9/8!}\;r^3e^{-\zeta r}$ with $\zeta>0$. Then

$$r^2R(r)^2=\frac{(2\zeta)^9}{8!}\,r^8e^{-2\zeta r},$$

which is $\rho_8$ with $z=2\zeta$. With core charge $Z$ and $N$ equal 4f electrons, define $Z_{\mathrm{eff}}=Z-Ns$. Adding a proton and a 4f electron changes it by

$$(Z+1)-(N+1)s-(Z-Ns)=1-s>0.$$

## What the Lean statements say

`radialDensity` is $\rho_n$, and `enclosedCharge` is its integral, so the closed form is a theorem about $Q_n$ and not its definition. The outer electron enters as a measure `μ` on the real line. `IsProbabilityMeasure μ` gives it total mass one, and `hμ` says that radii are non-negative almost everywhere. This covers finite weighted averages as well as continuous densities.

`effectiveCharge` contains the 4f orbital explicitly. Its argument `Z` is a real number standing for the nuclear charge less that of the other inner electrons, which are taken to screen completely. Screening by other outer electrons is left out. The final theorem, `effectiveCharge_lt_succ`, keeps both `ζ` and `μ` fixed.

The result gives the sign of the electrostatic effect behind the lanthanide contraction, in a frozen-orbital model without exchange, correlation or relativity. It does not say how far $s$ lies below one, and since the bound holds for every $n$, it does not show that 4f electrons screen worse than others. It computes no atomic radius and does not let the orbitals relax as the nuclear charge grows.

## The Lean file

```lean
import Mathlib

open MeasureTheory Filter Topology

namespace IncompleteScreening

noncomputable section

/-- The radial density `z^(n+1)/n! * r^n * exp(-z r)` of one electron. -/
def radialDensity (n : ℕ) (z r : ℝ) : ℝ :=
  z ^ (n + 1) / (n.factorial : ℝ) * r ^ n * Real.exp (-(z * r))

/-- The charge enclosed in the sphere of radius `r`, in units of the electron's charge:
the integral of the radial density from `0` to `r`. -/
def enclosedCharge (n : ℕ) (z r : ℝ) : ℝ :=
  ∫ t in (0 : ℝ)..r, radialDensity n z t

/-- The radial density is the derivative of one minus an exponential times a truncated
exponential series. -/
theorem hasDerivAt_closedForm (n : ℕ) (z r : ℝ) :
    HasDerivAt (fun x : ℝ => 1 - Real.exp (-(z * x)) *
      ∑ k ∈ Finset.range (n + 1), (z * x) ^ k / (k.factorial : ℝ))
      (radialDensity n z r) r := by
  have he : HasDerivAt (fun x : ℝ => Real.exp (-(z * x)))
      (Real.exp (-(z * r)) * (-z)) r := by
    have h : HasDerivAt (fun x : ℝ => -(z * x)) (-z) r :=
      ((hasDerivAt_id' r).const_mul z).fun_neg.congr_deriv (by ring)
    exact h.exp
  induction n with
  | zero =>
    refine ((he.const_sub 1).congr_deriv ?_).congr_of_eventuallyEq
      (Eventually.of_forall fun x => ?_)
    · simp only [radialDensity, Nat.factorial_zero, Nat.cast_one]
      ring
    · simp
  | succ n ih =>
    have hp : HasDerivAt (fun x : ℝ => (z * x) ^ (n + 1) / ((n + 1).factorial : ℝ))
        (z * (z * r) ^ n / (n.factorial : ℝ)) r := by
      refine ((((hasDerivAt_id' r).const_mul z).fun_pow (n + 1)).div_const _).congr_deriv ?_
      simp only [Nat.add_sub_cancel, Nat.factorial_succ]
      push_cast
      rw [div_eq_div_iff (by positivity) (by positivity)]
      ring
    -- the new term of the series cancels the old density and leaves the next one
    refine ((ih.fun_sub (he.fun_mul hp)).congr_deriv ?_).congr_of_eventuallyEq
      (Eventually.of_forall fun x => ?_)
    · simp only [radialDensity]
      ring
    · simp only [Finset.sum_range_succ _ (n + 1)]
      ring

/-- The enclosed charge is `1 - exp(-z r)` times the sum of `(z r)^k / k!` over `k ≤ n`. -/
theorem enclosedCharge_eq (n : ℕ) (z r : ℝ) :
    enclosedCharge n z r = 1 - Real.exp (-(z * r)) *
      ∑ k ∈ Finset.range (n + 1), (z * r) ^ k / (k.factorial : ℝ) := by
  have hc : Continuous (radialDensity n z) := by
    unfold radialDensity
    fun_prop
  have h0 : ∑ k ∈ Finset.range (n + 1), (z * 0) ^ k / (k.factorial : ℝ) = 1 := by
    rw [Finset.sum_range_succ']
    simp
  have h := intervalIntegral.integral_eq_sub_of_hasDerivAt
    (fun x _ => hasDerivAt_closedForm n z x) (hc.intervalIntegrable 0 r)
  simp only [h0] at h
  unfold enclosedCharge
  refine h.trans ?_
  simp

/-- The enclosed charge grows with the radius at a rate equal to the radial density. -/
theorem hasDerivAt_enclosedCharge (n : ℕ) (z r : ℝ) :
    HasDerivAt (enclosedCharge n z) (radialDensity n z r) r := by
  rw [funext (enclosedCharge_eq n z)]
  exact hasDerivAt_closedForm n z r

/-- For `z > 0` the enclosed charge is strictly increasing in the radius `r ≥ 0`. -/
theorem enclosedCharge_strictMonoOn (n : ℕ) {z : ℝ} (hz : 0 < z) :
    StrictMonoOn (enclosedCharge n z) (Set.Ici 0) := by
  refine strictMonoOn_of_deriv_pos (convex_Ici 0)
    (fun x _ => (hasDerivAt_enclosedCharge n z x).continuousAt.continuousWithinAt) ?_
  intro x hx
  rw [interior_Ici] at hx
  have hx' : 0 < x := hx
  rw [(hasDerivAt_enclosedCharge n z x).deriv]
  unfold radialDensity
  positivity

/-- For `z > 0` the enclosed charge tends to `1` at large radius: the density is normalised. -/
theorem enclosedCharge_tendsto (n : ℕ) {z : ℝ} (hz : 0 < z) :
    Tendsto (enclosedCharge n z) atTop (𝓝 1) := by
  have hzr : Tendsto (fun r : ℝ => z * r) atTop atTop := tendsto_id.const_mul_atTop hz
  -- every term of the remainder is a power times a decaying exponential
  have hs : Tendsto (fun r : ℝ => ∑ k ∈ Finset.range (n + 1),
      (z * r) ^ k * Real.exp (-(z * r)) / (k.factorial : ℝ)) atTop
      (𝓝 (∑ k ∈ Finset.range (n + 1), 0 / (k.factorial : ℝ))) :=
    tendsto_finsetSum _ fun k _ =>
      ((Real.tendsto_pow_mul_exp_neg_atTop_nhds_zero k).comp hzr).div_const _
  have h := hs.const_sub 1
  simp only [zero_div, Finset.sum_const_zero, sub_zero] at h
  refine h.congr fun r => ?_
  rw [enclosedCharge_eq, Finset.mul_sum]
  congr 1
  exact Finset.sum_congr rfl fun k _ => by ring

/-- For `z > 0` a sphere of finite radius `r ≥ 0` encloses a non-negative charge strictly
below `1`. -/
theorem enclosedCharge_mem_Ico (n : ℕ) {z r : ℝ} (hz : 0 < z) (hr : 0 ≤ r) :
    enclosedCharge n z r ∈ Set.Ico (0 : ℝ) 1 := by
  constructor
  · have h := (enclosedCharge_strictMonoOn n hz).monotoneOn
      (Set.mem_Ici.2 le_rfl) (Set.mem_Ici.2 hr) hr
    have h0 : enclosedCharge n z 0 = 0 := by simp [enclosedCharge]
    linarith
  · have hsum : 0 < ∑ k ∈ Finset.range (n + 1), (z * r) ^ k / (k.factorial : ℝ) := by
      rw [Finset.sum_range_succ']
      simp only [pow_zero, Nat.factorial_zero, Nat.cast_one, div_one]
      positivity
    have h := mul_pos (Real.exp_pos (-(z * r))) hsum
    rw [enclosedCharge_eq]
    linarith

/-- At equal `z > 0`, raising the power `n` by one strictly lowers the charge enclosed at every
radius `r > 0`. -/
theorem enclosedCharge_succ_lt (n : ℕ) {z r : ℝ} (hz : 0 < z) (hr : 0 < r) :
    enclosedCharge (n + 1) z r < enclosedCharge n z r := by
  have h : 0 < Real.exp (-(z * r)) * ((z * r) ^ (n + 1) / ((n + 1).factorial : ℝ)) := by
    positivity
  rw [enclosedCharge_eq (n + 1), enclosedCharge_eq n, Finset.sum_range_succ _ (n + 1), mul_add]
  linarith

/-- For `z > 0`, the enclosed charge averaged over any probability distribution of radii
`r ≥ 0` is strictly below `1`. -/
theorem average_enclosedCharge_lt_one (n : ℕ) {z : ℝ} (hz : 0 < z) (μ : Measure ℝ)
    [IsProbabilityMeasure μ] (hμ : ∀ᵐ r ∂μ, 0 ≤ r) :
    ∫ r, enclosedCharge n z r ∂μ < 1 := by
  have hc : Continuous (enclosedCharge n z) :=
    continuous_iff_continuousAt.2 fun x => (hasDerivAt_enclosedCharge n z x).continuousAt
  have hint : Integrable (enclosedCharge n z) μ :=
    Integrable.of_bound hc.aestronglyMeasurable 1 (hμ.mono fun r hr => by
      have h := enclosedCharge_mem_Ico n hz hr
      rw [Real.norm_eq_abs, abs_of_nonneg h.1]
      exact h.2.le)
  have hgap : Integrable (fun r => 1 - enclosedCharge n z r) μ :=
    (integrable_const 1).sub hint
  have hnn : 0 ≤ᵐ[μ] fun r => 1 - enclosedCharge n z r :=
    hμ.mono fun r hr => sub_nonneg.2 (enclosedCharge_mem_Ico n hz hr).2.le
  have heq : ∫ r, (1 - enclosedCharge n z r) ∂μ = 1 - ∫ r, enclosedCharge n z r ∂μ := by
    rw [integral_sub (integrable_const 1) hint]
    simp
  -- a vanishing average gap would force full enclosure at some finite radius
  have hne : ∫ r, (1 - enclosedCharge n z r) ∂μ ≠ 0 := by
    intro h0
    rw [integral_eq_zero_iff_of_nonneg_ae hnn hgap] at h0
    obtain ⟨r, hr, h⟩ := (hμ.and h0).exists
    have h1 := (enclosedCharge_mem_Ico n hz hr).2
    simp only [Pi.zero_apply] at h
    linarith
  have hpos := lt_of_le_of_ne (integral_nonneg_of_ae hnn) hne.symm
  linarith

/-- The nodeless 4f radial function `R(r)`, proportional to `r^3 exp(-ζ r)`, for `ζ > 0`. -/
def orbital4f (ζ r : ℝ) : ℝ :=
  Real.sqrt ((2 * ζ) ^ 9 / (Nat.factorial 8 : ℝ)) * r ^ 3 * Real.exp (-(ζ * r))

/-- For `ζ > 0` the 4f radial probability density `r^2 R(r)^2` is the radial density with
`n = 8` and `z = 2ζ`. -/
theorem orbital4f_density {ζ : ℝ} (hζ : 0 < ζ) (r : ℝ) :
    r ^ 2 * orbital4f ζ r ^ 2 = radialDensity 8 (2 * ζ) r := by
  have he : Real.exp (-(2 * ζ * r)) = Real.exp (-(ζ * r)) ^ 2 := by
    rw [sq, ← Real.exp_add]
    congr 1
    ring
  have hs := Real.sq_sqrt
    (show 0 ≤ (2 * ζ) ^ 9 / (Nat.factorial 8 : ℝ) by positivity)
  simp only [orbital4f, radialDensity]
  rw [he]
  linear_combination r ^ 8 * Real.exp (-(ζ * r)) ^ 2 * hs

/-- The mean charge seen by an outer electron with radial distribution `μ`: a core charge `Z`
minus the mean enclosed charge of `N` equal 4f electrons. -/
def effectiveCharge (ζ : ℝ) (μ : Measure ℝ) (Z : ℝ) (N : ℕ) : ℝ :=
  Z - N * ∫ r, (∫ t in (0 : ℝ)..r, t ^ 2 * orbital4f ζ t ^ 2) ∂μ

/-- Adding one proton and one 4f electron strictly raises the effective charge seen by an outer
electron, at fixed 4f exponent `ζ > 0` and fixed outer distribution over radii `r ≥ 0`. -/
theorem effectiveCharge_lt_succ {ζ : ℝ} (hζ : 0 < ζ) (μ : Measure ℝ)
    [IsProbabilityMeasure μ] (hμ : ∀ᵐ r ∂μ, 0 ≤ r) (Z : ℝ) (N : ℕ) :
    effectiveCharge ζ μ Z N < effectiveCharge ζ μ (Z + 1) (N + 1) := by
  have h := average_enclosedCharge_lt_one 8 (show 0 < 2 * ζ by positivity) μ hμ
  simp only [effectiveCharge, orbital4f_density hζ]
  simp only [enclosedCharge] at h
  push_cast
  linarith

end

end IncompleteScreening
```

```lean
#print axioms IncompleteScreening.enclosedCharge_tendsto
-- 'IncompleteScreening.enclosedCharge_tendsto' depends on axioms: [propext, Classical.choice, Quot.sound]
#print axioms IncompleteScreening.enclosedCharge_succ_lt
-- 'IncompleteScreening.enclosedCharge_succ_lt' depends on axioms: [propext, Classical.choice, Quot.sound]
#print axioms IncompleteScreening.effectiveCharge_lt_succ
-- 'IncompleteScreening.effectiveCharge_lt_succ' depends on axioms: [propext, Classical.choice, Quot.sound]
```

## From the derivation to the proof

`hasDerivAt_closedForm` is the induction above: `he` differentiates the exponential, `hp` the new power, and `ring` confirms the cancellation. `enclosedCharge_eq` then applies the fundamental theorem of calculus, with `h0` evaluating the sum at the origin. In its docstring, only the exponential multiplies the sum, and that product is subtracted from 1.

`enclosedCharge_strictMonoOn` uses the positive derivative in the interior of the half-line, and `enclosedCharge_tendsto` takes the limit term by term. `enclosedCharge_mem_Ico` gets its lower bound from monotonicity and its upper bound from the positive remainder. `enclosedCharge_succ_lt` splits off the last term of the sum.

In `average_enclosedCharge_lt_one`, continuity and the bound by 1 give integrability. If the average gap were zero, `integral_eq_zero_iff_of_nonneg_ae` would make the gap vanish almost everywhere. The proof then picks a radius that is non-negative and has zero gap, contradicting $Q_n(r)<1$.

`orbital4f_density` squares the normalisation factor and the exponential. `effectiveCharge_lt_succ` uses it to rewrite the orbital integral as an enclosed charge, after which `linarith` finishes from $s<1$.
